# In a degenerate single-band model, the ballistic current peaks at a channel mass proportional to the oxide capacitance

For fixed $c, V > 0$, the ballistic current, up to a constant factor,

$$J(m) = \sqrt m\left(\frac{V}{1+m/c}\right)^{3/2}$$

has exactly one maximiser among the positive channel masses $m$, namely $m = c/2$. Here $V$ is the gate overdrive, and $c = 2\pi C$ in units $\hbar = e = 1$, where $C$ is the oxide capacitance per area. The optimal mass is therefore $\pi C$, and for a parallel-plate oxide of fixed permittivity it grows as the oxide thins.

The channel is a two-dimensional, isotropic parabolic band with one valley and two spins, at zero temperature. Transport is free of scattering, and the drain bias is high enough that only the source fills states. Tunnelling, further subbands, the drain's influence on the barrier and any dependence of $C$ on $m$ are left out.

```lean
import Mathlib

open Real

namespace BallisticTransistor

noncomputable section
```

## Fermi level, current and optimum

Let $\mu$ be the source Fermi level measured from the band edge in the channel. The model gives it as $\mu = V/(1+m/c)$, which the charge balance below justifies.

```lean
/-- Fermi level above the band edge at gate overdrive `V`, channel mass `m` and capacitance
parameter `c`; the domain is `c > 0`, `V ≥ 0`, `m ≥ 0`. -/
def fermiLevel (c V m : ℝ) : ℝ := V / (1 + m / c)
```

With this $\mu$, the function $J(m) = \sqrt m\,\mu^{3/2}$ becomes `current c V m`. The exponent is a real power.

```lean
/-- Degenerate ballistic current, up to a constant factor, as a function of the channel mass `m`;
the domain is `c > 0`, `m ≥ 0`. -/
def current (c V m : ℝ) : ℝ := √m * fermiLevel c V m ^ (3 / 2 : ℝ)
```

The physical current per width comes from counting transverse modes. At energy $E$ the transverse wave number satisfies $|k_y| \le \sqrt{2mE}$, which gives $2\sqrt{2mE}/(2\pi) = \sqrt{2mE}/\pi$ modes per width. Each mode, with its two spins, carries a current $2/(2\pi) = 1/\pi$ per unit energy. Hence

$$I(m) = \frac{1}{\pi^2}\int_0^{\mu}\sqrt{2mE}\,dE .$$

The mode density and the current per mode enter Lean through this definition; they are not derived there from a Hamiltonian.

```lean
/-- Saturated current per width in units `ħ = e = 1`: the transverse mode density `√(2mE)/π`,
integrated over the filled energies and divided by `π`. The domain is `C > 0`, `m ≥ 0`, where `C`
is the oxide capacitance per area. -/
def deviceCurrent (C V m : ℝ) : ℝ :=
  1 / π ^ 2 * ∫ E in (0 : ℝ)..fermiLevel (2 * π * C) V m, √(2 * m * E)
```

An optimal mass is a positive mass whose current no other positive mass exceeds. The definition allows ties, so uniqueness has to be proved.

```lean
/-- A positive mass `m` is optimal for the current `J` if no positive mass carries more current. -/
def IsOptimalMass (J : ℝ → ℝ) (m : ℝ) : Prop := 0 < m ∧ ∀ x, 0 < x → J x ≤ J m
```

## Charge balance fixes the Fermi level

The filled disc $k^2 < 2m\mu$ would hold $2\cdot\pi(2m\mu)/(2\pi)^2 = m\mu/\pi$ electrons per area. Only the forward-moving half is occupied, so the charge is $m\mu/(2\pi)$. The gate supplies $C(V-\mu)$, because the rest of the overdrive goes into raising the Fermi level. Equating the two and dividing by $C$ gives

$$\mu\left(1+\frac{m}{2\pi C}\right) = V .$$

The identity `key` says that the difference of the two sides here equals the charge imbalance divided by $C$. Each therefore vanishes exactly when the other does.

```lean
/-- The expression `mμ/(2π)`, which for `μ ≥ 0` is the charge of the forward-moving electrons,
equals `C(V - μ)` exactly when `μ` is the value of `fermiLevel` with parameter `c = 2πC`. -/
theorem charge_balance_iff {C m : ℝ} (hC : 0 < C) (hm : 0 ≤ m) (V μ : ℝ) :
    m * μ / (2 * π) = C * (V - μ) ↔ μ = fermiLevel (2 * π * C) V m := by
  have hp := Real.pi_pos
  have hd : 1 + m / (2 * π * C) ≠ 0 := by positivity
  have key : μ * (1 + m / (2 * π * C)) - V = (m * μ / (2 * π) - C * (V - μ)) / C := by
    field_simp
    ring
  rw [fermiLevel, eq_div_iff hd]
  constructor
  · intro h
    rw [sub_eq_zero.mpr h, zero_div] at key
    linarith
  · intro h
    have h0 : (m * μ / (2 * π) - C * (V - μ)) / C = 0 := by linarith
    rcases div_eq_zero_iff.mp h0 with h1 | h1
    · linarith
    · exact absurd h1 hC.ne'
```

## The mode integral is a constant times $J$

Since $\sqrt{2mE} = \sqrt2\,\sqrt m\,E^{1/2}$ and $\int_0^\mu E^{1/2}dE = \tfrac23\mu^{3/2}$,

$$I(m) = \frac{2\sqrt2}{3\pi^2}\,\sqrt m\,\mu^{3/2} = \frac{2\sqrt2}{3\pi^2}\,J(m), \qquad c = 2\pi C .$$

In the proof, `h` factors the integrand and `integral_rpow` evaluates the power integral.

```lean
/-- Summing over the transverse modes gives a constant times `√m μ^(3/2)`, with `μ` the
Fermi level. -/
theorem deviceCurrent_eq {m : ℝ} (hm : 0 ≤ m) (C V : ℝ) :
    deviceCurrent C V m = 2 * √2 / (3 * π ^ 2) * current (2 * π * C) V m := by
  have h : ∀ E : ℝ, √(2 * m * E) = √2 * √m * E ^ (1 / 2 : ℝ) := by
    intro E
    rw [Real.sqrt_mul (by positivity), Real.sqrt_mul (by norm_num), ← Real.sqrt_eq_rpow]
  have e : (1 / 2 : ℝ) + 1 = 3 / 2 := by norm_num
  unfold deviceCurrent current
  simp_rw [h]
  rw [intervalIntegral.integral_const_mul, integral_rpow (Or.inl (by norm_num)), e,
    Real.zero_rpow (by norm_num)]
  field_simp
  ring
```

## Comparing two masses without derivatives

Squaring removes the fractional powers. With $1+m/c = (c+m)/c$,

$$J(m)^2 = m\,\mu^3 = \frac{V^3c^3\,m}{(c+m)^3}.$$

```lean
/-- The squared current is a rational function of the channel mass. -/
theorem current_sq {c V m : ℝ} (hc : 0 < c) (hV : 0 < V) (hm : 0 ≤ m) :
    current c V m ^ 2 = V ^ 3 * c ^ 3 * m / (c + m) ^ 3 := by
  have hμ : 0 ≤ fermiLevel c V m := by unfold fermiLevel; positivity
  have h : (fermiLevel c V m ^ (3 / 2 : ℝ)) ^ 2 = fermiLevel c V m ^ 3 := by
    rw [← Real.rpow_natCast, ← Real.rpow_mul hμ, ← Real.rpow_natCast]
    norm_num
  have h1 : 1 + m / c = (c + m) / c := by field_simp
  rw [current, mul_pow, Real.sq_sqrt hm, h, fermiLevel, h1, div_div_eq_mul_div, div_pow, mul_pow]
  ring
```

For masses $a, b \ge 0$, the inequality $J(a)^2 < J(b)^2$ amounts to $a(c+b)^3 < b(c+a)^3$. Expanding and cancelling gives

$$b(c+a)^3 - a(c+b)^3 = (b-a)\bigl(c^3 - 3abc - ab(a+b)\bigr).$$

If the right-hand side is positive, then $J(a) < J(b)$, because $J$ is non-negative. The proof follows the same route: it passes to squares, cross-multiplies with `div_lt_div_iff₀`, and leaves the expansion to `linarith`.

```lean
/-- Mass `b` carries more current than mass `a` if `(b - a)(c³ - 3abc - ab(a + b))` is positive. -/
theorem current_lt {c V a b : ℝ} (hc : 0 < c) (hV : 0 < V) (ha : 0 ≤ a) (hb : 0 ≤ b)
    (h : 0 < (b - a) * (c ^ 3 - 3 * a * b * c - a * b * (a + b))) :
    current c V a < current c V b := by
  have hJ : 0 ≤ current c V b := by unfold current fermiLevel; positivity
  refine lt_of_pow_lt_pow_left₀ 2 hJ ?_
  rw [current_sq hc hV ha, current_sq hc hV hb, div_lt_div_iff₀ (by positivity) (by positivity)]
  have key : 0 < V ^ 3 * c ^ 3 * ((b - a) * (c ^ 3 - 3 * a * b * c - a * b * (a + b))) :=
    mul_pos (by positivity) h
  linarith
```

The sign of the second factor can be read from

$$c^3 - 3abc - ab(a+b) = 4c\left(\frac{c^2}{4}-ab\right) + ab\,\bigl(c-(a+b)\bigr).$$

Take $0 \le a < b \le c/2$. Then $ab \le ac/2 < c^2/4$ and $a+b \le c$, so the first term is positive and the second non-negative. The current rises strictly on $[0, c/2]$. The facts `h1`, `h2` and `h3` are these estimates.

```lean
/-- Up to the mass `c/2` a heavier channel carries strictly more current. -/
theorem current_strictMonoOn {c V : ℝ} (hc : 0 < c) (hV : 0 < V) :
    StrictMonoOn (current c V) (Set.Icc 0 (c / 2)) := by
  rintro a ⟨ha, _⟩ b ⟨hb, hb'⟩ hab
  refine current_lt hc hV ha hb (mul_pos (sub_pos.mpr hab) ?_)
  have h1 : a * b < c ^ 2 / 4 := by
    nlinarith [mul_nonneg ha (sub_nonneg.mpr hb'), mul_pos hc (sub_pos.mpr (hab.trans_le hb'))]
  have h2 : 0 ≤ a * b * (c - (a + b)) := mul_nonneg (mul_nonneg ha hb) (by linarith)
  have h3 : 0 < c * (c ^ 2 / 4 - a * b) := mul_pos hc (by linarith)
  linarith
```

Now take $c/2 \le a < b$. Then $ab > a^2 \ge c^2/4$ and $a+b > c$, so the factor is negative. Applying the comparison with the two masses exchanged makes both factors negative and their product positive, which gives $J(b) < J(a)$.

```lean
/-- From the mass `c/2` on a heavier channel carries strictly less current. -/
theorem current_strictAntiOn {c V : ℝ} (hc : 0 < c) (hV : 0 < V) :
    StrictAntiOn (current c V) (Set.Ici (c / 2)) := by
  intro a ha b _ hab
  have ha' : c / 2 ≤ a := ha
  have ha0 : 0 < a := by linarith
  have hb0 : 0 < b := by linarith
  refine current_lt hc hV hb0.le ha0.le (mul_pos_of_neg_of_neg (by linarith) ?_)
  have h1 : c ^ 2 / 4 < a * b := by
    nlinarith [mul_pos ha0 (sub_pos.mpr hab), mul_nonneg ha0.le (sub_nonneg.mpr ha'),
      mul_nonneg hc.le (sub_nonneg.mpr ha')]
  have h2 : 0 ≤ a * b * (a + b - c) := mul_nonneg (by positivity) (by linarith)
  have h3 : 0 < c * (a * b - c ^ 2 / 4) := mul_pos hc (by linarith)
  linarith
```

## One optimum and its height

Any positive $x \ne c/2$ lies on the rising or the falling side, so $J(x) < J(c/2)$; this is `peak` in the proof. Thus $c/2$ is optimal, and any other candidate is beaten by it. The equivalence states both facts.

```lean
/-- The ballistic current has exactly one optimal channel mass, `m = c/2`. -/
theorem isOptimalMass_current_iff {c V : ℝ} (hc : 0 < c) (hV : 0 < V) (m : ℝ) :
    IsOptimalMass (current c V) m ↔ m = c / 2 := by
  have hc2 : 0 < c / 2 := by positivity
  -- every other positive mass lies on the rising or on the falling side
  have peak : ∀ x, 0 < x → x ≠ c / 2 → current c V x < current c V (c / 2) := by
    intro x hx hne
    rcases lt_or_gt_of_ne hne with h | h
    · exact current_strictMonoOn hc hV ⟨hx.le, h.le⟩ ⟨hc2.le, le_rfl⟩ h
    · exact current_strictAntiOn hc hV (Set.mem_Ici.mpr le_rfl) (Set.mem_Ici.mpr h.le) h
  constructor
  · rintro ⟨hm, h⟩
    by_contra hne
    exact absurd (h (c / 2) hc2) (not_le_of_gt (peak m hm hne))
  · intro h
    rw [h]
    refine ⟨hc2, fun x hx => ?_⟩
    by_cases hne : x = c / 2
    · rw [hne]
    · exact (peak x hx hne).le
```

Putting $m = c/2$ into the squared current gives

$$J(c/2)^2 = \frac{V^3c^3\,(c/2)}{(3c/2)^3} = \frac{4cV^3}{27}.$$

```lean
/-- At the mass `c/2` the squared current is `4cV³/27`. -/
theorem peak_current_sq {c V : ℝ} (hc : 0 < c) (hV : 0 < V) :
    current c V (c / 2) ^ 2 = 4 * c * V ^ 3 / 27 := by
  have h : c + c / 2 = 3 / 2 * c := by ring
  rw [current_sq hc hV (by positivity), h, div_eq_iff (by positivity)]
  ring
```

## From capacitance to oxide thickness

The current $I$ is a positive multiple of $J$ with $c = 2\pi C$, so both have the same optimal mass, $c/2 = \pi C$. The proof multiplies or cancels the constant in each inequality between currents.

In this zero-temperature, single-valley model, a mass taken from a band-structure calculation can be compared with $\pi C$, which is $\pi\hbar^2C/e^2$ when the units are restored. At fixed overdrive, increasing the mass up to that value raises the current, because the gain in modes outweighs the drop in Fermi level; increasing it further lowers the current.

```lean
/-- In units `ħ = e = 1` the one optimal mass of the device is `π` times the oxide capacitance
per area. -/
theorem isOptimalMass_deviceCurrent_iff {C V : ℝ} (hC : 0 < C) (hV : 0 < V) (m : ℝ) :
    IsOptimalMass (deviceCurrent C V) m ↔ m = π * C := by
  have hp := Real.pi_pos
  have hk : 0 < 2 * √2 / (3 * π ^ 2) := by positivity
  have e : π * C = 2 * π * C / 2 := by ring
  rw [e, ← isOptimalMass_current_iff (by positivity : 0 < 2 * π * C) hV m]
  -- a positive constant factor does not move the optimum
  constructor
  · rintro ⟨hm, h⟩
    refine ⟨hm, fun x hx => ?_⟩
    have hx' := h x hx
    rw [deviceCurrent_eq hx.le, deviceCurrent_eq hm.le] at hx'
    exact le_of_mul_le_mul_left hx' hk
  · rintro ⟨hm, h⟩
    refine ⟨hm, fun x hx => ?_⟩
    rw [deviceCurrent_eq hx.le, deviceCurrent_eq hm.le]
    exact mul_le_mul_of_nonneg_left (h x hx) hk.le
```

Finally, treat the oxide as a parallel-plate capacitor of permittivity $\varepsilon$ and thickness $t$, so that $C = \varepsilon/t$. This relation is an assumption about the gate stack, and it ignores fringing fields. For thicknesses $0 < t_1 < t_2$ with optimal masses $m_1$ and $m_2$,

$$m_2 = \frac{\pi\varepsilon}{t_2} < \frac{\pi\varepsilon}{t_1} = m_1 .$$

The hypotheses `h₁` and `h₂` say only that each mass is optimal for its own device; the preceding theorem supplies the values.

```lean
/-- Of two devices with the same oxide permittivity `ε` and gate overdrive, the one with the
thinner oxide has the larger optimal mass. -/
theorem optimalMass_grows_as_oxide_thins {ε V t₁ t₂ m₁ m₂ : ℝ} (hε : 0 < ε) (hV : 0 < V)
    (ht₁ : 0 < t₁) (ht : t₁ < t₂) (h₁ : IsOptimalMass (deviceCurrent (ε / t₁) V) m₁)
    (h₂ : IsOptimalMass (deviceCurrent (ε / t₂) V) m₂) : m₂ < m₁ := by
  have ht₂ : 0 < t₂ := ht₁.trans ht
  rw [(isOptimalMass_deviceCurrent_iff (div_pos hε ht₁) hV m₁).mp h₁,
    (isOptimalMass_deviceCurrent_iff (div_pos hε ht₂) hV m₂).mp h₂]
  exact mul_lt_mul_of_pos_left (div_lt_div_of_pos_left hε ht₁ ht) Real.pi_pos

end

end BallisticTransistor
```

```lean
#print axioms BallisticTransistor.charge_balance_iff
#print axioms BallisticTransistor.isOptimalMass_current_iff
#print axioms BallisticTransistor.peak_current_sq
#print axioms BallisticTransistor.optimalMass_grows_as_oxide_thins
```

```
'BallisticTransistor.charge_balance_iff' depends on axioms: [propext, Classical.choice, Quot.sound]
'BallisticTransistor.isOptimalMass_current_iff' depends on axioms: [propext, Classical.choice, Quot.sound]
'BallisticTransistor.peak_current_sq' depends on axioms: [propext, Classical.choice, Quot.sound]
'BallisticTransistor.optimalMass_grows_as_oxide_thins' depends on axioms: [propext, Classical.choice, Quot.sound]
```
